# With added charge spread evenly, the gap of a growing supercell tends to the jump in slope of the energy per cell

A supercell of `N` cells is given the total energy `N * e (n0 + q / N)` when `q` extra electrons are spread evenly over it, where `e` is a fixed real function giving the energy per cell at each filling. Its gap is the energy with one electron added plus the energy with one removed, minus twice the neutral energy. The theorem says that if `e` has right derivative `a` and left derivative `b` at `n0`, the gap tends to `a - b` as `N` grows. The proof takes the difference quotients of `e` at the fillings `n0 + 1/N` and `n0 - 1/N`, which tend to `a` and `b`, and then has to show that their difference is exactly the gap.

Lean 4 with Mathlib refuses this proof:

```lean
import Mathlib

open Filter Topology Set

namespace GapTendstoDerivativeDiscontinuity

noncomputable section

/-- Total energy of a supercell of `N ≥ 1` cells with local energy `e` per cell and filling `n0`,
when `q` extra electrons are spread evenly over the cells. -/
def supercellEnergy (e : ℝ → ℝ) (n0 : ℝ) (N : ℕ) (q : ℝ) : ℝ :=
  N * e (n0 + q / N)

/-- Total-energy gap of a supercell of `N ≥ 1` cells: the energy with one electron added, plus the
energy with one electron removed, minus twice the energy of the neutral supercell. -/
def gap (e : ℝ → ℝ) (n0 : ℝ) (N : ℕ) : ℝ :=
  supercellEnergy e n0 N 1 + supercellEnergy e n0 N (-1) - 2 * supercellEnergy e n0 N 0

/-- The gap is `N` times the second difference of the energy per cell, with step `1/N`. -/
theorem gap_eq (e : ℝ → ℝ) (n0 : ℝ) (N : ℕ) :
    gap e n0 N = N * (e (n0 + 1 / N) + e (n0 - 1 / N) - 2 * e n0) := by
  unfold gap supercellEnergy
  simp only [zero_div, add_zero, neg_div, ← sub_eq_add_neg]
  ring

/-- The charge per cell `1/N` of one added electron tends to zero through positive values. -/
theorem charge_per_cell_tendsto :
    Tendsto (fun N : ℕ => 1 / (N : ℝ)) atTop (𝓝[>] 0) := by
  refine tendsto_nhdsWithin_iff.mpr ⟨tendsto_one_div_atTop_nhds_zero_nat, ?_⟩
  filter_upwards [eventually_gt_atTop 0] with N hN
  have h : (0 : ℝ) < N := Nat.cast_pos.mpr hN
  exact one_div_pos.mpr h

/-- If the energy per cell has right slope `a` and left slope `b` at the filling `n0`, the gap of
a growing supercell tends to the derivative discontinuity `a - b`. -/
theorem gap_tendsto_derivative_discontinuity {e : ℝ → ℝ} {n0 a b : ℝ}
    (ha : HasDerivWithinAt e a (Ioi n0) n0) (hb : HasDerivWithinAt e b (Iio n0) n0) :
    Tendsto (gap e n0) atTop (𝓝 (a - b)) := by
  obtain ⟨h0, hpos⟩ := tendsto_nhdsWithin_iff.mp charge_per_cell_tendsto
  -- the fillings with one electron added or removed approach `n0` from either side
  have hp : Tendsto (fun N : ℕ => n0 + 1 / (N : ℝ)) atTop (𝓝[>] n0) := by
    refine tendsto_nhdsWithin_iff.mpr ⟨by simpa using h0.const_add n0, ?_⟩
    filter_upwards [hpos] with N hN
    exact lt_add_of_pos_right n0 hN
  have hm : Tendsto (fun N : ℕ => n0 - 1 / (N : ℝ)) atTop (𝓝[<] n0) := by
    refine tendsto_nhdsWithin_iff.mpr ⟨by simpa using h0.const_sub n0, ?_⟩
    filter_upwards [hpos] with N hN
    exact sub_lt_self n0 hN
  have sa := ((hasDerivWithinAt_iff_tendsto_slope' (by simp)).mp ha).comp hp
  have sb := ((hasDerivWithinAt_iff_tendsto_slope' (by simp)).mp hb).comp hm
  -- the gap is the difference of the two difference quotients
  refine (sa.sub sb).congr fun N => ?_
  have h1 : n0 + 1 / (N : ℝ) - n0 = 1 / N := by ring
  have h2 : n0 - 1 / (N : ℝ) - n0 = -(1 / N) := by ring
  simp only [Function.comp_apply, slope_def_field]
  rw [gap_eq, h1, h2]
  ring

end

end GapTendstoDerivativeDiscontinuity
```

Messages:

```
Try this:
  [apply] ring_nf
  
  The `ring` tactic failed to close the goal. Use `ring_nf` to obtain a normal form.
    
  Note that `ring` works primarily in *commutative* rings. If you have a noncommutative ring, abelian group or module, consider using `noncomm_ring`, `abel` or `module` instead.
Main.lean:38:44: error: unsolved goals
e : ℝ → ℝ
n0 a b : ℝ
ha : HasDerivWithinAt e a (Ioi n0) n0
hb : HasDerivWithinAt e b (Iio n0) n0
h0 : Tendsto (fun N => 1 / ↑N) atTop (𝓝 0)
hpos : ∀ᶠ (n : ℕ) in atTop, 1 / ↑n ∈ Ioi 0
hp : Tendsto (fun N => n0 + 1 / ↑N) atTop (𝓝[>] n0)
hm : Tendsto (fun N => n0 - 1 / ↑N) atTop (𝓝[<] n0)
sa : Tendsto (slope e n0 ∘ fun N => n0 + 1 / ↑N) atTop (𝓝 a)
sb : Tendsto (slope e n0 ∘ fun N => n0 - 1 / ↑N) atTop (𝓝 b)
N : ℕ
h1 : n0 + 1 / ↑N - n0 = 1 / ↑N
h2 : n0 - 1 / ↑N - n0 = -(1 / ↑N)
⊢ e (n0 + (↑N)⁻¹) * (↑N)⁻¹⁻¹ - e n0 * (↑N)⁻¹⁻¹ * 2 + (↑N)⁻¹⁻¹ * e (n0 - (↑N)⁻¹) =
    ↑N * e (n0 + (↑N)⁻¹) - ↑N * e n0 * 2 + ↑N * e (n0 - (↑N)⁻¹)
```

Diagnosis. The limits go through; what fails is the closing `ring`, which has to show that the difference of the two quotients equals the gap. The first message says that `ring` did not close the goal, and the error shows what was left. The quotients have denominators `1 / N` and `-(1 / N)`, and dividing by these produced the double inverse `(↑N)⁻¹⁻¹`. `ring` did not reduce this to `↑N`, so the left side carries `(↑N)⁻¹⁻¹` where the right side has `↑N`, and the terms don't match. The equation itself is true, even at `N = 0`, where Lean takes the inverse of zero to be zero.

The added `simp only` removes the divisions before `ring` runs. `one_div` writes `1 / N` as `N⁻¹`, `div_neg` moves the minus sign out of the second denominator, and `div_inv_eq_mul` turns division by `N⁻¹` into multiplication by `N`. No double inverse arises, and `ring` closes the goal.

The mended proof, as a diff:

```diff
@@ -55,4 +55,5 @@
   simp only [Function.comp_apply, slope_def_field]
   rw [gap_eq, h1, h2]
+  simp only [one_div, div_neg, div_inv_eq_mul]
   ring
 
```
